# Clebsch–Gordan coefficients of $\tfrac32\otimes 1$ at $M=\tfrac12$

## Physical setting

A ${}^4P$ term of an atom carries a spin $S=\tfrac32$ and an orbital angular momentum $L=1$, so it contains $4\times 3=12$ states. Within the term, a spin–orbit interaction proportional to $\mathbf L\cdot\mathbf S=\tfrac12(\mathbf J^2-\mathbf L^2-\mathbf S^2)$ is diagonal in states of definite total angular momentum, and the question is which combinations of the product states $|m_1,m_2\rangle$ these are. The Clebsch–Gordan table answers this for one value of the total projection $M=m_1+m_2$ at a time. The result here is the $M=\tfrac12$ part of the table, for one fixed pair $j_1=\tfrac32$, $j_2=1$ with no mixing from other terms. Units are $\hbar=1$, and the spin $\tfrac32$ is the first factor.

## Statement

A multiplet with $n$ states has $j=(n-1)/2$, and its basis state with index $a=0,\dots,n-1$ has projection $m=j-a$. These numbers are `spin n` and `mval n a`. The matrix `Jz n` is diagonal with entries $m$, and `Jp n` is the raising operator $J_+$, whose only non-zero elements are $\langle m+1|J_+|m\rangle=\sqrt{j(j+1)-m(m+1)}$. The lowering operator is the transpose, $J_-=J_+^{\mathsf T}$. For any pair $(J_z,J_+)$ of real square matrices, `casimir` forms

$$J^2=J_z^2+\tfrac12\,(J_+J_-+J_-J_+),$$

and `couple A B` is $A\otimes 1+1\otimes B$. The total operators `Jztot` and `Jsq` act on real vectors indexed by pairs $(a,b)$ in `Fin 4 × Fin 3`, with $m_1=\tfrac32-a$ and $m_2=1-b$.

For a coefficient vector $c=(c_0,c_1,c_2)$, `state c` is

$$\psi(c)=c_0\,|\tfrac32,-1\rangle+c_1\,|\tfrac12,0\rangle+c_2\,|{-\tfrac12},1\rangle .$$

The table has rows $r=0,1,2$ with labels $J_r$ (`Jval r`) and normalised coefficient vectors $u_r$ (`cg r`):

| $r$ | $J_r$ | $c_0$ | $c_1$ | $c_2$ |
|---|---|---|---|---|
| 0 | $5/2$ | $\sqrt{1/10}$ | $\sqrt{3/5}$ | $\sqrt{3/10}$ |
| 1 | $3/2$ | $\sqrt{2/5}$ | $\sqrt{1/15}$ | $-\sqrt{8/15}$ |
| 2 | $1/2$ | $\sqrt{1/2}$ | $-\sqrt{1/3}$ | $\sqrt{1/6}$ |

The code stores $u_r=w_r/\sqrt{N_r}$ with numerators $w_0=(1,\sqrt6,\sqrt3)$, $w_1=(\sqrt6,1,-2\sqrt2)$, $w_2=(\sqrt3,-\sqrt2,1)$ in `raw` and $N=(10,15,6)$ in `nsq`. The coupled states $\phi_r=\psi(u_r)$ are `coupled r`. The theorem `clebsch_gordan_table` states four things about the total operators $J^2$ and $J_z$ on the 12-dimensional space:

1. $J^2\phi_r=J_r(J_r+1)\,\phi_r$ for each $r$, the eigenvalues being $\tfrac{35}4,\tfrac{15}4,\tfrac34$;
2. $J_z\phi_r=\tfrac12\phi_r$ for each $r$;
3. $\phi_r\cdot\phi_s=\delta_{rs}$;
4. every real vector $\psi$ with $J_z\psi=\tfrac12\psi$ equals $\sum_r(\phi_r\cdot\psi)\,\phi_r$.

## Derivation

*Single multiplets.* For $j=\tfrac32$ the quantity $\tfrac{15}4-m(m+1)$ at $m=\tfrac12,-\tfrac12,-\tfrac32$ is $3,4,3$, so the elements of $J_+$ above the diagonal are $\sqrt3,\,2,\,\sqrt3$. Then $J_+J_-=\mathrm{diag}(3,4,3,0)$ and $J_-J_+=\mathrm{diag}(0,3,4,3)$. Half their sum is $\mathrm{diag}(\tfrac32,\tfrac72,\tfrac72,\tfrac32)$, and adding $J_z^2=\mathrm{diag}(\tfrac94,\tfrac14,\tfrac14,\tfrac94)$ gives $\tfrac{15}4\cdot 1$. For $j=1$ the elements are $\sqrt2,\sqrt2$, half the sum of the two products is $\mathrm{diag}(1,2,1)$, and adding $\mathrm{diag}(1,0,1)$ gives $2\cdot 1$.

*Expansion of the total $J^2$.* In this expansion and in the block below, a subscript 1 or 2 on an operator marks the factor on which it acts and has nothing to do with the row labels $J_r$ of the table, so that $J_z=J_{1z}+J_{2z}$ and $J_\pm=J_{1\pm}+J_{2\pm}$. Operators on different factors commute, since $(A\otimes1)(1\otimes B)=A\otimes B=(1\otimes B)(A\otimes 1)$. Hence $J_z^2=J_{1z}^2+J_{2z}^2+2J_{1z}J_{2z}$. Each of $J_+J_-$ and $J_-J_+$ contains the cross terms $J_{1+}J_{2-}+J_{1-}J_{2+}$ once, so half their sum contains them once as well:

$$J^2=J_1^2+J_2^2+2J_{1z}J_{2z}+J_{1+}J_{2-}+J_{1-}J_{2+}.$$

Here $J_1^2+J_2^2=\tfrac{15}4+2=\tfrac{23}4$ times the identity.

*The $M=\tfrac12$ eigenspace.* The total $J_z$ is diagonal with entry $\tfrac52-(a+b)$ at $(a,b)$. The equation $J_z\psi=\tfrac12\psi$ reads $\bigl(2-(a+b)\bigr)\psi_{ab}=0$ component by component, so $\psi_{ab}=0$ unless $a+b=2$. The pairs left are $(0,2),(1,1),(2,0)$, which are the three product states in $\psi(c)$. Conversely every $\psi(c)$ satisfies the equation.

*The block.* The diagonal elements are $\tfrac{23}4+2m_1m_2$, that is $\tfrac{23}4-3=\tfrac{11}4$, $\tfrac{23}4$ and $\tfrac{23}4-1=\tfrac{19}4$. The ladder terms give

$$J_{1-}J_{2+}|\tfrac32,-1\rangle=\sqrt3\sqrt2\,|\tfrac12,0\rangle,\qquad J_{1-}J_{2+}|\tfrac12,0\rangle=2\sqrt2\,|{-\tfrac12},1\rangle,\qquad J_{1-}J_{2+}|{-\tfrac12},1\rangle=0,$$

the last because $m_2=1$ cannot be raised. The term $J_{1+}J_{2-}$ is the transpose: it returns the same steps with the same factors and annihilates $|\tfrac32,-1\rangle$. No term leaves the span, and $J^2\psi(c)=\psi(Bc)$ with

$$B=\begin{pmatrix}11/4&\sqrt6&0\\ \sqrt6&23/4&2\sqrt2\\ 0&2\sqrt2&19/4\end{pmatrix}.$$

*Eigenvectors.* With $\sqrt2\sqrt3=\sqrt6$, $\sqrt6\sqrt3=3\sqrt2$ and $\sqrt6\sqrt2=2\sqrt3$,

$$\begin{aligned}Bw_0&=\bigl(\tfrac{11}4+6,\ (1+\tfrac{23}4+2)\sqrt6,\ (4+\tfrac{19}4)\sqrt3\bigr)=\tfrac{35}4\,w_0,\\ Bw_1&=\bigl((\tfrac{11}4+1)\sqrt6,\ 6+\tfrac{23}4-8,\ (2-\tfrac{19}2)\sqrt2\bigr)=\tfrac{15}4\,w_1,\\ Bw_2&=\bigl((\tfrac{11}4-2)\sqrt3,\ (3-\tfrac{23}4+2)\sqrt2,\ -4+\tfrac{19}4\bigr)=\tfrac34\,w_2,\end{aligned}$$

and $\tfrac52\cdot\tfrac72=\tfrac{35}4$, $\tfrac32\cdot\tfrac52=\tfrac{15}4$, $\tfrac12\cdot\tfrac32=\tfrac34$. Division by $\sqrt{N_r}$ keeps each eigenvalue.

*Orthonormality.* The squared lengths of the $w_r$ are $1+6+3=10$, $6+1+8=15$ and $3+2+1=6$. The cross products are $w_0\cdot w_1=\sqrt6+\sqrt6-2\sqrt6=0$, $w_0\cdot w_2=\sqrt3-2\sqrt3+\sqrt3=0$ and $w_1\cdot w_2=3\sqrt2-\sqrt2-2\sqrt2=0$. So $u_r\cdot u_s=\delta_{rs}$, and since $\psi(c)\cdot\psi(d)=c\cdot d$ for coefficient vectors $c,d$, the same holds for the $\phi_r$.

*Completeness.* Let $U$ be the $3\times3$ matrix with rows $u_r$. Orthonormality is $UU^{\mathsf T}=1$, and for a square matrix this gives $U^{\mathsf T}U=1$. Applied to $c$, component $i$ reads $c_i=\sum_r (u_r)_i\,(u_r\cdot c)$, which is statement 4 for $\psi=\psi(c)$.

*Smallest sector.* At $M=\tfrac52$ only $(a,b)=(0,0)$ survives, the stretched state $|\tfrac32,1\rangle$. Both ladder terms annihilate it, so the block shrinks to the single number $\tfrac{23}4+2\cdot\tfrac32\cdot1=\tfrac{35}4$ and the coefficient is $1$ up to sign. The file contains no theorem about this sector.

## What the formal version assumes

The ladder elements are definitions. The file does not obtain them from the commutation relations, and it contains no $J_x$ or $J_y$. The formula in `casimir` is likewise taken as the meaning of $J^2$; it is what $J_x^2+J_y^2+J_z^2$ becomes when written with $J_\pm=J_x\pm iJ_y$. Choosing the elements of $J_+$ real and non-negative fixes the relative phases of the basis states within each multiplet, and with them the signs of the off-diagonal entries of $B$ and the relative signs inside each row of the table. The matrix `block` is written out as a definition, but `Jsq_state` derives it from the ladder elements.

All matrices and vectors are real, the scalar product `⬝ᵥ` is the plain sum of products, and the completeness statement ranges over real $\psi$. Since $J_z$ and the $\phi_r$ are real, the expansion of a complex $\psi$ follows from those of its real and imaginary parts. The main theorem has no hypothesis apart from $J_z\psi=\tfrac12\psi$ in its fourth part.

The result is one sector of one table. The sizes 4 and 3 and the value $M=\tfrac12$ are fixed, and nothing is stated about other $M$, about the action of the total $J_\pm$ on the $\phi_r$, or about the decomposition of the whole space into multiplets. The label $J_r$ enters only through the eigenvalue $J_r(J_r+1)$. The overall sign of each row is a convention that the four statements do not test, since each of them is unchanged in form when $\phi_r$ is replaced by $-\phi_r$. The Condon–Shortley rule, which fixes these signs through the top state of each multiplet and the lowering operator, is not part of the file.

## The file

In Lean 4 with Mathlib:

```lean
import Mathlib

open Matrix
open scoped Kronecker

namespace ClebschGordanThreeHalvesOne

noncomputable section

/-- The angular momentum j = (n - 1)/2 of a multiplet with n states. -/
def spin (n : ℕ) : ℝ := ((n : ℝ) - 1) / 2

/-- The projection m = j - a of the state with index a. -/
def mval (n : ℕ) (a : Fin n) : ℝ := spin n - ((a : ℕ) : ℝ)

/-- The matrix of Jz in a multiplet with n states. -/
def Jz (n : ℕ) : Matrix (Fin n) (Fin n) ℝ := diagonal (mval n)

/-- The raising operator, with elements ⟨m+1|J₊|m⟩ = √(j(j+1) - m(m+1)). -/
def Jp (n : ℕ) : Matrix (Fin n) (Fin n) ℝ :=
  of fun a b => if (a : ℕ) + 1 = (b : ℕ) then
    √(spin n * (spin n + 1) - mval n b * (mval n b + 1)) else 0

/-- J² = Jz² + (J₊J₋ + J₋J₊)/2, with J₋ the transpose of the real matrix J₊. -/
def casimir {ι : Type*} [Fintype ι] (Z P : Matrix ι ι ℝ) : Matrix ι ι ℝ :=
  Z * Z + (1 / 2 : ℝ) • (P * Pᵀ + Pᵀ * P)

/-- The total operator A ⊗ 1 + 1 ⊗ B on a product space. -/
def couple {ι κ : Type*} [DecidableEq ι] [DecidableEq κ] (A : Matrix ι ι ℝ) (B : Matrix κ κ ℝ) :
    Matrix (ι × κ) (ι × κ) ℝ :=
  A ⊗ₖ (1 : Matrix κ κ ℝ) + (1 : Matrix ι ι ℝ) ⊗ₖ B

/-- Total Jz on 3/2 ⊗ 1. -/
def Jztot : Matrix (Fin 4 × Fin 3) (Fin 4 × Fin 3) ℝ := couple (Jz 4) (Jz 3)

/-- Total J² on 3/2 ⊗ 1. -/
def Jsq : Matrix (Fin 4 × Fin 3) (Fin 4 × Fin 3) ℝ := casimir Jztot (couple (Jp 4) (Jp 3))

/-- The state c₀|3/2,-1⟩ + c₁|1/2,0⟩ + c₂|-1/2,1⟩; rows run over m₁, columns over m₂. -/
def state (c : Fin 3 → ℝ) : Fin 4 × Fin 3 → ℝ :=
  fun p => !![0, 0, c 0; 0, c 1, 0; c 2, 0, 0; 0, 0, 0] p.1 p.2

/-- The 3 × 3 block on the coefficients of |3/2,-1⟩, |1/2,0⟩, |-1/2,1⟩. -/
def block : Matrix (Fin 3) (Fin 3) ℝ :=
  !![11 / 4, √6, 0; √6, 23 / 4, 2 * √2; 0, 2 * √2, 19 / 4]

/-- The labels J = 5/2, 3/2, 1/2 of the rows of the table. -/
def Jval : Fin 3 → ℝ := ![5 / 2, 3 / 2, 1 / 2]

/-- The numerators of the rows of the table. -/
def raw : Fin 3 → Fin 3 → ℝ := ![![1, √6, √3], ![√6, 1, -(2 * √2)], ![√3, -√2, 1]]

/-- The numbers whose square roots are the denominators of the rows. -/
def nsq : Fin 3 → ℝ := ![10, 15, 6]

/-- The rows (1,√6,√3)/√10, (√6,1,-2√2)/√15, (√3,-√2,1)/√6 of the table. -/
def cg (r : Fin 3) : Fin 3 → ℝ := (√(nsq r))⁻¹ • raw r

/-- The state of 3/2 ⊗ 1 whose coefficients are row r of the table. -/
def coupled (r : Fin 3) : Fin 4 × Fin 3 → ℝ := state (cg r)

/-- The products of √2, √3 and √6 with one another. -/
theorem sqrt_products : √2 * √2 = 2 ∧ √3 * √3 = 3 ∧ √6 * √6 = 6 ∧ √2 * √3 = √6 ∧
    √6 * √3 = 3 * √2 ∧ √6 * √2 = 2 * √3 := by
  have h22 : √2 * √2 = 2 := Real.mul_self_sqrt (by norm_num)
  have h33 : √3 * √3 = 3 := Real.mul_self_sqrt (by norm_num)
  have h23 : √2 * √3 = √6 := by
    rw [← Real.sqrt_mul (by norm_num : (0 : ℝ) ≤ 2)]; congr 1; norm_num
  refine ⟨h22, h33, Real.mul_self_sqrt (by norm_num), h23, ?_, ?_⟩
  · rw [← h23]; linear_combination √2 * h33
  · rw [← h23]; linear_combination √3 * h22

/-- The explicit matrices of Jz and J₊ for j = 3/2 and for j = 1. -/
theorem spin_matrices :
    Jz 4 = !![3 / 2, 0, 0, 0; 0, 1 / 2, 0, 0; 0, 0, -1 / 2, 0; 0, 0, 0, -3 / 2] ∧
    Jp 4 = !![0, √3, 0, 0; 0, 0, 2, 0; 0, 0, 0, √3; 0, 0, 0, 0] ∧
    Jz 3 = !![1, 0, 0; 0, 0, 0; 0, 0, -1] ∧ Jp 3 = !![0, √2, 0; 0, 0, √2; 0, 0, 0] := by
  have h4 : √4 = 2 := by
    rw [show (4 : ℝ) = 2 ^ 2 by norm_num, Real.sqrt_sq (by norm_num)]
  refine ⟨?_, ?_, ?_, ?_⟩ <;> ext a b <;> fin_cases a <;> fin_cases b <;>
    simp [Jz, Jp, mval, spin] <;> norm_num [h4]

/-- J² is 15/4 times the unit matrix for j = 3/2 and 2 times the unit matrix for j = 1. -/
theorem casimir_multiplets :
    casimir (Jz 4) (Jp 4) = (15 / 4 : ℝ) • (1 : Matrix (Fin 4) (Fin 4) ℝ) ∧
    casimir (Jz 3) (Jp 3) = (2 : ℝ) • (1 : Matrix (Fin 3) (Fin 3) ℝ) := by
  obtain ⟨z4, p4, z3, p3⟩ := spin_matrices
  rw [z4, p4, z3, p3]
  constructor <;> ext a b <;>
    simp only [casimir, Matrix.add_apply, Matrix.smul_apply, Matrix.mul_apply,
      Matrix.transpose_apply, Fin.sum_univ_four, Fin.sum_univ_three] <;>
    fin_cases a <;> fin_cases b <;> simp <;> norm_num

/-- For any two factors, J² = J₁² + J₂² + 2 J₁z J₂z + J₁₊ J₂₋ + J₁₋ J₂₊. -/
theorem casimir_couple {ι κ : Type*} [Fintype ι] [Fintype κ] [DecidableEq ι] [DecidableEq κ]
    (Z₁ P₁ : Matrix ι ι ℝ) (Z₂ P₂ : Matrix κ κ ℝ) :
    casimir (couple Z₁ Z₂) (couple P₁ P₂) = couple (casimir Z₁ P₁) (casimir Z₂ P₂)
      + (2 : ℝ) • (Z₁ ⊗ₖ Z₂) + P₁ ⊗ₖ P₂ᵀ + P₁ᵀ ⊗ₖ P₂ := by
  have ht : ∀ (A : Matrix ι ι ℝ) (B : Matrix κ κ ℝ), (A ⊗ₖ B)ᵀ = Aᵀ ⊗ₖ Bᵀ := by
    intro A B; ext; rfl
  simp only [casimir, couple, transpose_add, ht, transpose_one, Matrix.add_mul, Matrix.mul_add,
    ← mul_kronecker_mul, Matrix.mul_one, Matrix.one_mul, add_kronecker, kronecker_add,
    smul_kronecker, kronecker_smul]
  module

/-- A state obeys Jz ψ = ψ/2 exactly when it is a combination of |3/2,-1⟩, |1/2,0⟩, |-1/2,1⟩. -/
theorem sector (ψ : Fin 4 × Fin 3 → ℝ) :
    Jztot *ᵥ ψ = (1 / 2 : ℝ) • ψ ↔ ∃ c, ψ = state c := by
  -- total Jz is diagonal with entries m₁ + m₂
  have hd : Jztot = diagonal (fun p => mval 4 p.1 + mval 3 p.2) := by
    ext ⟨a, b⟩ ⟨c, d⟩
    by_cases h1 : a = c <;> by_cases h2 : b = d <;>
      simp [Jztot, couple, Jz, one_apply, h1, h2]
  rw [hd]
  constructor
  · intro h
    have hz : ∀ (a : Fin 4) (b : Fin 3), (a : ℕ) + (b : ℕ) ≠ 2 → ψ (a, b) = 0 := by
      intro a b hab
      have h1 := congrFun h (a, b)
      simp only [mulVec_diagonal, Pi.smul_apply, smul_eq_mul, mval, spin] at h1
      by_contra hne
      have h2 := mul_right_cancel₀ hne h1
      have h3 : ((a : ℕ) : ℝ) + ((b : ℕ) : ℝ) = 2 := by push_cast at h2; linarith
      exact hab (by exact_mod_cast h3)
    refine ⟨![ψ (0, 2), ψ (1, 1), ψ (2, 0)], ?_⟩
    ext ⟨a, b⟩
    fin_cases a <;> fin_cases b <;> simp [state] <;>
      first | exact hz 0 0 (by decide) | exact hz _ _ (by decide)
  · rintro ⟨c, rfl⟩
    ext ⟨a, b⟩
    simp only [mulVec_diagonal, Pi.smul_apply, smul_eq_mul, mval, spin, state]
    fin_cases a <;> fin_cases b <;> simp <;> (left; norm_num)

set_option maxHeartbeats 400000 in
/-- On combinations of |3/2,-1⟩, |1/2,0⟩, |-1/2,1⟩ the total J² acts as the 3 × 3 block. -/
theorem Jsq_state (c : Fin 3 → ℝ) : Jsq *ᵥ state c = state (block *ᵥ c) := by
  obtain ⟨z4, p4, z3, p3⟩ := spin_matrices
  obtain ⟨-, -, -, h23, -, -⟩ := sqrt_products
  rw [Jsq, Jztot, casimir_couple, casimir_multiplets.1, casimir_multiplets.2, z4, p4, z3, p3]
  simp only [couple, smul_kronecker, kronecker_smul, one_kronecker_one, add_mulVec,
    smul_mulVec, one_mulVec]
  ext ⟨a, b⟩
  simp only [Pi.add_apply, Pi.smul_apply, smul_eq_mul, state, mulVec, dotProduct,
    Fintype.sum_prod_type, Fin.sum_univ_four, Fin.sum_univ_three, kroneckerMap_apply,
    transpose_apply, block, ← h23]
  fin_cases a <;> fin_cases b <;> simp <;> ring

/-- The rows of the table are mapped by the block to 35/4, 15/4, 3/4 times themselves, and these
numbers are J(J+1) for J = 5/2, 3/2, 1/2. -/
theorem block_eigen (r : Fin 3) :
    block *ᵥ cg r = (![35 / 4, 15 / 4, 3 / 4] r : ℝ) • cg r ∧
    (![35 / 4, 15 / 4, 3 / 4] r : ℝ) = Jval r * (Jval r + 1) := by
  obtain ⟨h22, h33, h66, h23, h63, h62⟩ := sqrt_products
  have hraw : block *ᵥ raw r = (![35 / 4, 15 / 4, 3 / 4] r : ℝ) • raw r := by
    ext i
    simp only [mulVec, dotProduct, Fin.sum_univ_three, Pi.smul_apply, smul_eq_mul]
    fin_cases r <;> fin_cases i <;> simp [block, raw] <;> linarith
  refine ⟨by rw [cg, mulVec_smul, hraw, smul_comm], ?_⟩
  fin_cases r <;> simp [Jval] <;> norm_num

/-- The rows of the table are orthonormal. -/
theorem cg_orthonormal (r s : Fin 3) : cg r ⬝ᵥ cg s = if r = s then 1 else 0 := by
  obtain ⟨h22, h33, h66, h23, h63, h62⟩ := sqrt_products
  have hraw : raw r ⬝ᵥ raw s = if r = s then nsq r else 0 := by
    simp only [dotProduct, Fin.sum_univ_three]
    fin_cases r <;> fin_cases s <;> simp [raw, nsq] <;> linarith
  have hpos : 0 < nsq r := by fin_cases r <;> simp [nsq]
  simp only [cg, smul_dotProduct, dotProduct_smul, smul_eq_mul, hraw]
  split_ifs with h
  · subst h
    rw [← mul_assoc, ← mul_inv, Real.mul_self_sqrt hpos.le, inv_mul_cancel₀ hpos.ne']
  · simp

/-- Clebsch-Gordan table of 3/2 ⊗ 1 at M = 1/2: the three coupled states obey J² = J(J+1) and
Jz = 1/2, are orthonormal, and expand every state with Jz ψ = ψ/2. -/
theorem clebsch_gordan_table :
    (∀ r, Jsq *ᵥ coupled r = (Jval r * (Jval r + 1)) • coupled r) ∧
    (∀ r, Jztot *ᵥ coupled r = (1 / 2 : ℝ) • coupled r) ∧
    (∀ r s, coupled r ⬝ᵥ coupled s = if r = s then 1 else 0) ∧
    (∀ ψ, Jztot *ᵥ ψ = (1 / 2 : ℝ) • ψ → ψ = ∑ r, (coupled r ⬝ᵥ ψ) • coupled r) := by
  have hdot : ∀ c d, state c ⬝ᵥ state d = c ⬝ᵥ d := by
    intro c d
    simp [dotProduct, Fintype.sum_prod_type, Fin.sum_univ_four, Fin.sum_univ_three, state]
  refine ⟨fun r => ?_, fun r => (sector _).2 ⟨_, rfl⟩, fun r s => ?_, fun ψ h => ?_⟩
  · rw [coupled, Jsq_state, (block_eigen r).1, (block_eigen r).2]
    ext ⟨a, b⟩
    generalize Jval r * (Jval r + 1) = x
    generalize cg r = v
    fin_cases a <;> fin_cases b <;> simp [state]
  · rw [coupled, coupled, hdot, cg_orthonormal]
  · obtain ⟨c, rfl⟩ := (sector ψ).1 h
    -- orthonormal rows of a square table give orthonormal columns
    have hU : of cg * (of cg)ᵀ = 1 := by
      ext r s
      rw [one_apply]
      exact cg_orthonormal r s
    have hc : (of cg)ᵀ *ᵥ (of cg *ᵥ c) = c := by
      rw [mulVec_mulVec, mul_eq_one_comm.1 hU, one_mulVec]
    have e : ∀ i, ∑ r, cg r i * (cg r ⬝ᵥ c) = c i := fun i => congrFun hc i
    simp only [Fin.sum_univ_three] at e
    simp only [coupled, hdot, Fin.sum_univ_three]
    ext ⟨a, b⟩
    fin_cases a <;> fin_cases b <;> simp [state] <;> linarith [e 0, e 1, e 2]

end

end ClebschGordanThreeHalvesOne
```

```lean
#print axioms ClebschGordanThreeHalvesOne.clebsch_gordan_table
-- 'ClebschGordanThreeHalvesOne.clebsch_gordan_table' depends on axioms: [propext, Classical.choice, Quot.sound]
```

## Notes on the proof

`sqrt_products` collects the six products of $\sqrt2,\sqrt3,\sqrt6$. The last two replace $\sqrt6$ by $\sqrt2\sqrt3$ and then follow by `linear_combination` from $\sqrt3\sqrt3=3$ and $\sqrt2\sqrt2=2$. With these equations the later radical identities are linear in the products, so `linarith` closes them.

`spin_matrices` evaluates the general definitions at $n=4$ and $n=3$ entry by entry, with `h4` supplying $\sqrt4=2$ for the middle element of `Jp 4`. `casimir_multiplets` inserts these matrices, writes out the matrix products as finite sums and checks every entry against $\tfrac{15}4\cdot1$ and $2\cdot1$.

`casimir_couple` is the expansion of the total $J^2$, stated for arbitrary real square matrices `Z₁ P₁ Z₂ P₂`. It needs no commutation relation within a factor. The auxiliary `ht` transposes a Kronecker product factor by factor, and `mul_kronecker_mul`, used from right to left, turns each product $(A\otimes B)(C\otimes D)$ into $AC\otimes BD$, which is the commuting of the two factors. What remains is an identity between linear combinations of Kronecker products, and `module` collects the coefficients.

In `sector`, `hd` puts the total $J_z$ in diagonal form with entries $m_1+m_2$. For the forward direction, `hz` takes the component $(a,b)$ of the eigenvalue equation, supposes $\psi_{ab}\neq0$, cancels it with `mul_right_cancel₀` and arrives at $a+b=2$, against the assumption. The coefficient vector is then read off as `![ψ (0, 2), ψ (1, 1), ψ (2, 0)]`, and the other nine components vanish by `hz`. The reverse direction checks the twelve components of $\psi(c)$.

`Jsq_state` follows the computation of the block: it rewrites with `casimir_couple`, replaces the two single-multiplet operators by $\tfrac{15}4$ and $2$, and inserts the explicit matrices. The rewrite `← h23` turns $\sqrt6$ in `block` into $\sqrt2\sqrt3$, the form in which the ladder terms produce it, after which `ring` settles what `simp` leaves of the twelve components. The nine components outside the sector are among them, so the lemma includes that $J^2$ does not leave the span.

`block_eigen` and `cg_orthonormal` both work first with the numerators. In each, `hraw` holds nine scalar equations, those for $Bw_r$ in one case and $w_r\cdot w_s=N_r\delta_{rs}$ in the other. The factor $1/\sqrt{N_r}$ is then moved through the matrix product, or, on the diagonal of the scalar products, squared to $1/N_r$ and cancelled with the help of `hpos`, which states $N_r>0$.

In `clebsch_gordan_table`, `hdot` is $\psi(c)\cdot\psi(d)=c\cdot d$. The first part chains `Jsq_state` with `block_eigen` and finishes with the scaling property $\psi(xv)=x\,\psi(v)$ for a number $x$ and a coefficient vector $v$; the two `generalize` steps replace the explicit eigenvalue and row by these variables. The second part is the reverse direction of `sector`, and the third is `hdot` with `cg_orthonormal`. The fourth uses the forward direction of `sector` to write $\psi=\psi(c)$. There `of cg` is $U$, `hU` is $UU^{\mathsf T}=1$, `mul_eq_one_comm` yields $U^{\mathsf T}U=1$, and `e` is the component form $\sum_r(u_r)_i(u_r\cdot c)=c_i$, whose three instances match the components $(0,2),(1,1),(2,0)$ of the expansion.
